# Hopping between the outer sites of three qubits, with a middle factor squaring to one, rotates the first site's raising operator

Take three two-level sites, each with basis order empty, occupied, and let raising be the matrix that takes empty to occupied and lowering its conjugate transpose. Let G be raising ⊗ M ⊗ lowering minus lowering ⊗ M ⊗ raising, where M is any 2×2 complex matrix with M² = 1. The declaration `hop_rotation` says that, for every complex θ, exp(θG) X exp(θG)⁻¹ = cos θ X − sin θ Y, where X = raising ⊗ 1 ⊗ 1, Y = Z ⊗ M ⊗ raising and Z = diag(1, −1) is the parity matrix, 1 on empty and −1 on occupied. The attempt uses `exp_conj_rotation` to reduce this to the two commutators [G, X] = −Y and [G, Y] = X. It then checks each of them entry by entry, splitting into cases on the indices of the outer sites and leaving those of the middle site general.

The failing Lean file:

```lean
import Mathlib

open Matrix
open scoped Kronecker

namespace HopRotation

noncomputable section

/-- Operators on three qubits, each with basis state 0 (empty) and 1 (occupied). -/
abbrev Op := Matrix (Fin 2 × Fin 2 × Fin 2) (Fin 2 × Fin 2 × Fin 2) ℂ

/-- The single-site lowering matrix, which takes occupied to empty. -/
def lower : Matrix (Fin 2) (Fin 2) ℂ := !![0, 1; 0, 0]

/-- The single-site parity matrix: `1` on empty, `-1` on occupied. -/
def pauliZ : Matrix (Fin 2) (Fin 2) ℂ := !![1, 0; 0, -1]

/-- The operator acting as `A`, `B`, `C` on the first, second and third site. -/
def tensor (A B C : Matrix (Fin 2) (Fin 2) ℂ) : Op := A ⊗ₖ (B ⊗ₖ C)

/-- If commutation with `G` takes `X` to `-Y` and `Y` to `X`, then conjugation by
`exp (θ G)` rotates `X` towards `-Y` by the angle `θ`. -/
theorem exp_conj_rotation {n : Type*} [Fintype n] [DecidableEq n]
    (G X Y : Matrix n n ℂ) (hX : G * X - X * G = -Y) (hY : G * Y - Y * G = X) (θ : ℂ) :
    NormedSpace.exp (θ • G) * X * (NormedSpace.exp (θ • G))⁻¹
      = Complex.cos θ • X - Complex.sin θ • Y := by
  -- the rotating operator solves the Heisenberg equation
  have key : ∀ t : ℂ, (-Complex.sin t) • X - Complex.cos t • Y
      = G * (Complex.cos t • X - Complex.sin t • Y)
        - (Complex.cos t • X - Complex.sin t • Y) * G := by
    intro t
    simp only [mul_sub, sub_mul, mul_smul_comm, smul_mul_assoc]
    linear_combination (norm := module) (-Complex.cos t) • hX + Complex.sin t • hY
  have alg : ∀ E E' C C' : Matrix n n ℂ, C' = G * C - C * G →
      (E * (-G) * C + E * C') * E' + E * C * (G * E') = 0 := by
    intro E E' C C' h
    rw [h]
    noncomm_ring
  -- so the back-rotated operator is constant
  have hconst : NormedSpace.exp (θ • (-G)) * (Complex.cos θ • X - Complex.sin θ • Y)
      * NormedSpace.exp (θ • G) = X := by
    let : NormedRing (Matrix n n ℂ) := Matrix.linftyOpNormedRing
    let : NormedAlgebra ℂ (Matrix n n ℂ) := Matrix.linftyOpNormedAlgebra
    let F : ℂ → Matrix n n ℂ := fun t => NormedSpace.exp (t • (-G))
      * (Complex.cos t • X - Complex.sin t • Y) * NormedSpace.exp (t • G)
    have hF : ∀ t, HasDerivAt F 0 t := by
      intro t
      have h1 : HasDerivAt (fun u : ℂ => NormedSpace.exp (u • (-G)))
          (NormedSpace.exp (t • (-G)) * (-G)) t := hasDerivAt_exp_smul_const _ _
      have h2 : HasDerivAt (fun u : ℂ => NormedSpace.exp (u • G))
          (G * NormedSpace.exp (t • G)) t := hasDerivAt_exp_smul_const' _ _
      have h3 : HasDerivAt (fun u : ℂ => Complex.cos u • X - Complex.sin u • Y)
          ((-Complex.sin t) • X - Complex.cos t • Y) t :=
        ((Complex.hasDerivAt_cos t).smul_const X).fun_sub
          ((Complex.hasDerivAt_sin t).smul_const Y)
      exact ((h1.fun_mul h3).fun_mul h2).congr_deriv (alg _ _ _ _ (key t))
    have h0 : F θ = F 0 := is_const_of_deriv_eq_zero
      (fun t => (hF t).differentiableAt) (fun t => (hF t).deriv) θ 0
    have h00 : F 0 = X := by simp [F]
    exact h0.trans h00
  rw [smul_neg, Matrix.exp_neg] at hconst
  have hE : NormedSpace.exp (θ • G) * (NormedSpace.exp (θ • G))⁻¹ = 1 :=
    Matrix.mul_nonsing_inv _ ((Matrix.isUnit_iff_isUnit_det _).mp (Matrix.isUnit_exp _))
  generalize NormedSpace.exp (θ • G) = E at hconst hE ⊢
  generalize Complex.cos θ • X - Complex.sin θ • Y = C at hconst ⊢
  calc E * X * E⁻¹ = E * (E⁻¹ * C * E) * E⁻¹ := by rw [hconst]
    _ = (E * E⁻¹) * C * (E * E⁻¹) := by simp only [mul_assoc]
    _ = C := by rw [hE, one_mul, mul_one]

/-- Products of three-site operators are taken site by site. -/
theorem tensor_mul (A B C A' B' C' : Matrix (Fin 2) (Fin 2) ℂ) :
    tensor A B C * tensor A' B' C' = tensor (A * A') (B * B') (C * C') := by
  simp only [tensor, Matrix.mul_kronecker_mul]

/-- Hopping between the outer sites, with any middle-site factor `M` that squares to one, generates
a rotation of the first creation operator towards the product of a parity matrix on the first site,
`M` on the middle site and the raising matrix on the third. -/
theorem hop_rotation (M : Matrix (Fin 2) (Fin 2) ℂ) (hM : M * M = 1) (θ : ℂ) :
    NormedSpace.exp (θ • (tensor lowerᴴ M lower - tensor lower M lowerᴴ))
        * tensor lowerᴴ 1 1
        * (NormedSpace.exp (θ • (tensor lowerᴴ M lower - tensor lower M lowerᴴ)))⁻¹
      = Complex.cos θ • tensor lowerᴴ 1 1 - Complex.sin θ • tensor pauliZ M lowerᴴ := by
  refine exp_conj_rotation _ _ _ ?_ ?_ θ <;>
    simp only [sub_mul, mul_sub, tensor_mul, hM, one_mul, mul_one] <;>
    ext ⟨i, j, k⟩ ⟨i', j', k'⟩ <;>
    fin_cases i <;> fin_cases i' <;> fin_cases k <;> fin_cases k' <;>
    simp [tensor, lower, pauliZ, Matrix.mul_apply, Fin.sum_univ_two]

end

end HopRotation
```

Lean reports:

```
Main.lean:83:86: error: unsolved goals
case refine_1.«0».«0».«1».«0»
M : Matrix (Fin 2) (Fin 2) ℂ
hM : M * M = 1
θ : ℂ
j j' : Fin 2
⊢ (![0, 1] ᵥ* !![0, 1; 0, 0]ᴴ) 0 * M j j' = M j j'

case refine_1.«0».«1».«1».«0»
M : Matrix (Fin 2) (Fin 2) ℂ
hM : M * M = 1
θ : ℂ
j j' : Fin 2
⊢ (![0, 1] ᵥ* !![0, 1; 0, 0]ᴴ) 1 = 0 ∨ M j j' = 0

case refine_1.«1».«0».«1».«0»
M : Matrix (Fin 2) (Fin 2) ℂ
hM : M * M = 1
θ : ℂ
j j' : Fin 2
⊢ (![0, 0] ᵥ* !![0, 1; 0, 0]ᴴ) 0 = 0 ∨ M j j' = 0

case refine_1.«1».«1».«1».«0»
M : Matrix (Fin 2) (Fin 2) ℂ
hM : M * M = 1
θ : ℂ
j j' : Fin 2
⊢ (![0, 0] ᵥ* !![0, 1; 0, 0]ᴴ) 1 = 0 ∨ M j j' = 0

case refine_2.«0».«0».«1».«1»
M : Matrix (Fin 2) (Fin 2) ℂ
hM : M * M = 1
θ : ℂ
j j' : Fin 2
⊢ (![1, 0] ᵥ* !![0, 1; 0, 0]ᴴ) 0 = 0 ∨ 1 (j, 1).1 (j', 1).1 = 0

case refine_2.«0».«1».«1».«1»
M : Matrix (Fin 2) (Fin 2) ℂ
hM : M * M = 1
θ : ℂ
j j' : Fin 2
⊢ (![1, 0] ᵥ* !![0, 1; 0, 0]ᴴ) 1 = 0 ∨ 1 (j, 1).1 (j', 1).1 = 0

case refine_2.«1».«0».«0».«0»
M : Matrix (Fin 2) (Fin 2) ℂ
hM : M * M = 1
θ : ℂ
j j' : Fin 2
⊢ 1 (j, 0).1 (j', 0).1 * (![0, 1] ᵥ* !![0, 1; 0, 0]ᴴ) 0 = 1 (1, j, 0).2 (0, j', 0).2

case refine_2.«1».«0».«0».«1»
M : Matrix (Fin 2) (Fin 2) ℂ
hM : M * M = 1
θ : ℂ
j j' : Fin 2
⊢ 1 (j, 0).1 (j', 1).1 = 0 ∨ (![0, 1] ᵥ* !![0, 1; 0, 0]ᴴ) 1 = 0

case refine_2.«1».«0».«1».«0»
M : Matrix (Fin 2) (Fin 2) ℂ
hM : M * M = 1
θ : ℂ
j j' : Fin 2
⊢ 1 (j, 1).1 (j', 0).1 = 0 ∨ (![0, 0] ᵥ* !![0, 1; 0, 0]ᴴ) 0 = 0

case refine_2.«1».«0».«1».«1»
M : Matrix (Fin 2) (Fin 2) ℂ
hM : M * M = 1
θ : ℂ
j j' : Fin 2
⊢ 1 (j, 1).1 (j', 1).1 * (![0, 0] ᵥ* !![0, 1; 0, 0]ᴴ) 1 - (![0, -1] ᵥ* !![0, 1; 0, 0]ᴴ) 0 * 1 (j, 1).1 (j', 1).1 =
    1 (1, j, 1).2 (0, j', 1).2

case refine_2.«1».«1».«1».«1»
M : Matrix (Fin 2) (Fin 2) ℂ
hM : M * M = 1
θ : ℂ
j j' : Fin 2
⊢ (![0, -1] ᵥ* !![0, 1; 0, 0]ᴴ) 1 = 0 ∨ 1 (j, 1).1 (j', 1).1 = 0
```

Cause. The goals left over, from both commutators, are true but stuck. The last `simp` unfolds `lower` and `pauliZ` to literal matrices and turns products with a literal on the left into row-times-matrix form, `ᵥ*`, so `Matrix.mul_apply` no longer applies. In the stuck terms the right factor is still `!![0, 1; 0, 0]ᴴ`, whose conjugate transpose has not been computed, so the entries are never evaluated. In the second commutator there are also identity entries with unreduced projections, such as `(j, 1).1`, and in two goals a middle-site identity must be matched with an identity on the last two sites together.

The repair controls the order. `happ` writes each entry of `tensor` as a product of three single-site entries, which keeps the identities on separate sites. `hl` replaces `lowerᴴ` by its explicit matrix. The new `simp only` uses both and expands the matrix products into sums of entries. Its restricted list has no rule that produces the `ᵥ*` form, and by the time the full `simp` runs there are no matrix products left for such a rule to act on. After the case split, `simp [lower, pauliZ]` has only explicit outer-site entries to evaluate, with the middle-site entries left general. It no longer needs `tensor`, `Matrix.mul_apply` or `Fin.sum_univ_two`, because the earlier step has already expanded the tensors and products. The added comment has no effect on the proof.

This version goes through:

```diff
@@ -82,9 +82,19 @@
         * (NormedSpace.exp (θ • (tensor lowerᴴ M lower - tensor lower M lowerᴴ)))⁻¹
       = Complex.cos θ • tensor lowerᴴ 1 1 - Complex.sin θ • tensor pauliZ M lowerᴴ := by
+  have hl : lowerᴴ = !![0, 0; 1, 0] := by
+    ext i j
+    fin_cases i <;> fin_cases j <;> simp [lower]
+  have happ : ∀ (A B C : Matrix (Fin 2) (Fin 2) ℂ) (i j k i' j' k' : Fin 2),
+      tensor A B C (i, j, k) (i', j', k') = A i i' * (B j j' * C k k') := by
+    intros
+    rfl
+  -- both commutators are checked entry by entry on the outer sites
   refine exp_conj_rotation _ _ _ ?_ ?_ θ <;>
     simp only [sub_mul, mul_sub, tensor_mul, hM, one_mul, mul_one] <;>
     ext ⟨i, j, k⟩ ⟨i', j', k'⟩ <;>
+    simp only [Matrix.sub_apply, Matrix.neg_apply, happ, hl, Matrix.mul_apply,
+      Fin.sum_univ_two] <;>
     fin_cases i <;> fin_cases i' <;> fin_cases k <;> fin_cases k' <;>
-    simp [tensor, lower, pauliZ, Matrix.mul_apply, Fin.sum_univ_two]
+    simp [lower, pauliZ]
 
 end
```
